# For fixed H and S, a frozen core of dimension at most m cannot raise the valence bottom above the (m+1)-th level

When core orbitals from a reference atom are carried into a new environment and held fixed, the lowest valence state can be found by minimizing the orbital energy over orbitals orthogonal to that core. The frozen core is then not quite the core of the new Hamiltonian, and one wants to know in which direction the lowest valence energy moves.

Let $H$ be Hermitian and $S$ positive definite, both $n\times n$. The overlap $S$ differs from the identity when the basis is not orthonormal. Number the levels of $Hc=e\,Sc$ from zero, $e_0\le\dots\le e_{n-1}$, so that $e_m$ is the $(m+1)$-th. For every core space $W$ with $\dim W\le m<n$, the valence bottom exists and is at most $e_m$; for the core built from the lowest $m$ eigenvectors it equals $e_m$. In a transferability test with a finite basis and fixed $H$ and $S$, core freezing alone therefore cannot account for a valence bottom above $e_m$.

The result says nothing about how far the bottom drops, or about a self-consistent $H$ that changes with the core.

In Lean 4 with Mathlib:

```lean
import Mathlib

open Matrix
open scoped ComplexOrder

namespace FrozenCoreValence

noncomputable section

variable {n : ℕ} {H S C : Matrix (Fin n) (Fin n) ℂ} {e : Fin n → ℝ}
```

## Energies of the admissible orbitals

Write $\langle u,Mv\rangle=u^\dagger Mv$. An orbital is a coefficient vector $v\in\mathbb C^n$, with energy quotient

$$R(v)=\frac{\langle v,Hv\rangle}{\langle v,Sv\rangle}.$$

Both forms are real for Hermitian matrices, so taking real parts in the code loses nothing.

```lean
/-- The energy quotient `⟨v,Hv⟩/⟨v,Sv⟩` of an orbital `v` (real parts are taken), meant for
orbitals whose overlap `⟨v,Sv⟩` has nonzero real part. -/
def rayleigh (H S : Matrix (Fin n) (Fin n) ℂ) (v : Fin n → ℂ) : ℝ :=
  (star v ⬝ᵥ H *ᵥ v).re / (star v ⬝ᵥ S *ᵥ v).re
```

The core is a complex subspace $W$. An orbital is admissible if $v\neq0$ and $\langle w,Sv\rangle=0$ for all $w\in W$. The valence bottom is the least element of the following set of quotients.

```lean
/-- The energy quotients of all nonzero orbitals that are `S`-orthogonal to the core `W`. -/
def valenceEnergies (H S : Matrix (Fin n) (Fin n) ℂ) (W : Submodule ℂ (Fin n → ℂ)) : Set ℝ :=
  {E | ∃ v, v ≠ 0 ∧ (∀ w ∈ W, star w ⬝ᵥ S *ᵥ v = 0) ∧ rayleigh H S v = E}
```

## Levels and the relaxed core

Collect generalized eigenvectors $c_i$ as the columns of $C$, normalized by $\langle c_i,Sc_j\rangle=\delta_{ij}$. In matrix form,

$$C^\dagger SC=1,\qquad HC=SC\,\mathrm{diag}(e).$$

`Levels H S C e` states these equations together with the ordering of $e$. Every theorem after `exists_levels` takes it as its hypothesis.

```lean
/-- The columns of `C` are `S`-orthonormal solutions of the generalized eigenvalue problem
`H c = e S c`, with the levels `e` in increasing order. -/
structure Levels (H S C : Matrix (Fin n) (Fin n) ℂ) (e : Fin n → ℝ) : Prop where
  mono : Monotone e
  orth : Cᴴ * S * C = 1
  eig : H * C = S * C * Matrix.diagonal (fun i => (e i : ℂ))
```

The relaxed core is the span of $c_0,\dots,c_{m-1}$. If levels are degenerate, any choice of $C$ allowed by `Levels` will do. The type `m : Fin n` encodes $m<n$; for $m=0$ this core is the zero space.

```lean
/-- The core spanned by the first `m` columns of `C`. -/
def lowestCore (C : Matrix (Fin n) (Fin n) ℂ) (m : Fin n) : Submodule ℂ (Fin n → ℂ) :=
  Submodule.span ℂ (Set.range fun i : Fin (m : ℕ) => fun r => C r (i.castLE m.2.le))
```

## Constructing the eigenvectors

A Hermitian $A$ has an orthonormal eigenbasis. Sort its eigenvalues $d_i$ and put the eigenvectors into the columns of $U$. Then $AU=U\,\mathrm{diag}(d)$, and multiplying by $U^\dagger$ gives $U^\dagger AU=\mathrm{diag}(d)$.

```lean
/-- A Hermitian matrix is diagonalized by a unitary matrix, with its real eigenvalues in
increasing order. -/
theorem unitary_diagonalization {A : Matrix (Fin n) (Fin n) ℂ} (hA : A.IsHermitian) :
    ∃ (U : Matrix (Fin n) (Fin n) ℂ) (d : Fin n → ℝ), Uᴴ * U = 1 ∧
      Uᴴ * A * U = Matrix.diagonal (fun i => (d i : ℂ)) ∧ Monotone d := by
  let σ := Tuple.sort hA.eigenvalues
  let U : Matrix (Fin n) (Fin n) ℂ := Matrix.of fun i j => (hA.eigenvectorBasis (σ j)).ofLp i
  have h1 : Uᴴ * U = 1 := by
    ext i j
    have h := orthonormal_iff_ite.mp hA.eigenvectorBasis.orthonormal (σ i) (σ j)
    simp only [PiLp.inner_apply, RCLike.inner_apply, EmbeddingLike.apply_eq_iff_eq] at h
    rw [Matrix.mul_apply, Matrix.one_apply]
    refine Eq.trans ?_ h
    exact Finset.sum_congr rfl fun k _ => mul_comm _ _
  have h2 : A * U = U * Matrix.diagonal (fun i => (hA.eigenvalues (σ i) : ℂ)) := by
    ext i j
    have h := congrFun (hA.mulVec_eigenvectorBasis (σ j)) i
    rw [Matrix.mul_diagonal]
    refine Eq.trans h ?_
    rw [Pi.smul_apply, Complex.real_smul]
    exact mul_comm _ _
  refine ⟨U, fun i => hA.eigenvalues (σ i), h1, ?_, Tuple.monotone_sort hA.eigenvalues⟩
  rw [Matrix.mul_assoc, h2, ← Matrix.mul_assoc, h1, Matrix.one_mul]
```

Apply this to $S$. Each $d_i=\langle u_i,Su_i\rangle$ is positive, so $T=U\,\mathrm{diag}(d_i^{-1/2})$ satisfies $T^\dagger ST=1$. The matrix $T^\dagger HT$ is Hermitian; let $V$ diagonalize it, with eigenvalues $e_i$, and set $C=TV$. Then

$$C^\dagger SC=V^\dagger V=1,\qquad C^\dagger HC=\mathrm{diag}(e).$$

Since $C^\dagger(SC)=1$ for square matrices, also $(SC)C^\dagger=1$, and hence $HC=SC\,C^\dagger HC=SC\,\mathrm{diag}(e)$. Thus `Levels` can be satisfied for every Hermitian $H$ and positive definite $S$.

```lean
/-- Every Hermitian `H` with a positive definite overlap `S` has a complete `S`-orthonormal set
of generalized eigenvectors with ordered real levels. -/
theorem exists_levels (hH : H.IsHermitian) (hS : S.PosDef) : ∃ C e, Levels H S C e := by
  obtain ⟨U, d, hU, hSU, -⟩ := unitary_diagonalization hS.isHermitian
  have hd : ∀ i, 0 < d i := by
    intro i
    let x : Fin n → ℂ := fun r => U r i
    have h1 : star x ⬝ᵥ x = 1 := by
      have h := congrFun (congrFun hU i) i
      rw [Matrix.one_apply_eq] at h
      exact h
    have h2 : star x ⬝ᵥ S *ᵥ x = (d i : ℂ) := by
      have h := congrFun (congrFun hSU i) i
      rw [Matrix.mul_assoc, Matrix.diagonal_apply_eq] at h
      exact h
    have hx : x ≠ 0 := by
      intro h0
      rw [h0, dotProduct_zero] at h1
      exact zero_ne_one h1
    have h3 := hS.dotProduct_mulVec_pos hx
    rw [h2] at h3
    exact_mod_cast h3
  -- rescale the eigenvectors of the overlap to unit `S`-norm
  have hs : ∀ i, ∃ s : ℝ, s * d i * s = 1 := fun i => ⟨(√(d i))⁻¹, by
    rw [mul_right_comm, ← mul_inv, Real.mul_self_sqrt (hd i).le, inv_mul_cancel₀ (hd i).ne']⟩
  choose s hs using hs
  let G : Matrix (Fin n) (Fin n) ℂ := Matrix.diagonal (fun i => (s i : ℂ))
  have hG : Gᴴ = G := by
    refine (Matrix.diagonal_conjTranspose _).trans ?_
    exact congrArg Matrix.diagonal (funext fun i => Complex.conj_ofReal _)
  have hT : (U * G)ᴴ * S * (U * G) = 1 := by
    calc (U * G)ᴴ * S * (U * G) = Gᴴ * (Uᴴ * S * U) * G := by
          simp only [Matrix.conjTranspose_mul, Matrix.mul_assoc]
      _ = 1 := by
          rw [hSU, hG, Matrix.diagonal_mul_diagonal, Matrix.diagonal_mul_diagonal,
            ← Matrix.diagonal_one]
          exact congrArg Matrix.diagonal (funext fun i => by exact_mod_cast hs i)
  generalize U * G = T at hT
  have hA : (Tᴴ * H * T).IsHermitian := by
    rw [Matrix.IsHermitian]
    simp only [Matrix.conjTranspose_mul, Matrix.conjTranspose_conjTranspose, hH.eq,
      Matrix.mul_assoc]
  obtain ⟨V, e, hV, hE, he⟩ := unitary_diagonalization hA
  have ho : (T * V)ᴴ * S * (T * V) = 1 := by
    calc (T * V)ᴴ * S * (T * V) = Vᴴ * (Tᴴ * S * T) * V := by
          simp only [Matrix.conjTranspose_mul, Matrix.mul_assoc]
      _ = 1 := by rw [hT, Matrix.mul_one, hV]
  refine ⟨T * V, e, he, ho, ?_⟩
  have hi : S * (T * V) * (T * V)ᴴ = 1 :=
    mul_eq_one_comm.mp (by rw [← Matrix.mul_assoc]; exact ho)
  calc H * (T * V) = S * (T * V) * (T * V)ᴴ * (H * (T * V)) := by rw [hi, Matrix.one_mul]
    _ = S * (T * V) * (Vᴴ * (Tᴴ * H * T) * V) := by
        simp only [Matrix.conjTranspose_mul, Matrix.mul_assoc]
    _ = _ := by rw [hE]
```

## Energy as a weighted average of levels

From $C^\dagger SC=1$ it follows that $CC^\dagger S=1$, so every orbital is $v=Ca$ with $a=C^\dagger Sv$.

```lean
/-- Every orbital is a combination of the generalized eigenvectors. -/
theorem Levels.coords (h : Levels H S C e) (v : Fin n → ℂ) : ∃ a, v = C *ᵥ a := by
  have hi : C * (Cᴴ * S) = 1 := mul_eq_one_comm.mp h.orth
  exact ⟨(Cᴴ * S) *ᵥ v, by rw [Matrix.mulVec_mulVec, hi, Matrix.one_mulVec]⟩
```

Substituting $v=Ca$ gives $\langle v,Mv\rangle=a^\dagger(C^\dagger MC)a$, and therefore

$$\langle v,Sv\rangle=\sum_i|a_i|^2,\qquad \langle v,Hv\rangle=\sum_i e_i|a_i|^2.$$

```lean
/-- In eigenvector coordinates the overlap is the sum of the weights `|a i|²`, and the energy is
the sum of the levels times these weights. -/
theorem Levels.forms (h : Levels H S C e) (a : Fin n → ℂ) :
    (star (C *ᵥ a) ⬝ᵥ S *ᵥ (C *ᵥ a)).re = ∑ i, Complex.normSq (a i) ∧
    (star (C *ᵥ a) ⬝ᵥ H *ᵥ (C *ᵥ a)).re = ∑ i, e i * Complex.normSq (a i) := by
  have hf : ∀ M : Matrix (Fin n) (Fin n) ℂ,
      star (C *ᵥ a) ⬝ᵥ M *ᵥ (C *ᵥ a) = star a ⬝ᵥ (Cᴴ * M * C) *ᵥ a := fun M => by
    simp only [Matrix.star_mulVec, ← Matrix.dotProduct_mulVec, Matrix.mulVec_mulVec,
      Matrix.mul_assoc]
  have hE : Cᴴ * H * C = Matrix.diagonal (fun i => (e i : ℂ)) := by
    rw [Matrix.mul_assoc, h.eig, ← Matrix.mul_assoc, ← Matrix.mul_assoc, h.orth, Matrix.one_mul]
  constructor
  · rw [hf, h.orth, Matrix.one_mulVec, dotProduct, Complex.re_sum]
    exact Finset.sum_congr rfl fun i _ => by simp [Complex.normSq_apply]
  · rw [hf, hE, dotProduct, Complex.re_sum]
    refine Finset.sum_congr rfl fun i _ => ?_
    rw [Matrix.mulVec_diagonal]
    simp [Complex.normSq_apply]
    ring
```

If $v\ne0$, some $a_i$ is nonzero and the first sum is positive. The quotient is then a genuine average of the levels.

```lean
/-- Every nonzero orbital has a positive overlap with itself. -/
theorem Levels.overlap_pos (h : Levels H S C e) {v : Fin n → ℂ} (hv : v ≠ 0) :
    0 < (star v ⬝ᵥ S *ᵥ v).re := by
  obtain ⟨a, rfl⟩ := h.coords v
  have ha : a ≠ 0 := by
    rintro rfl
    exact hv (Matrix.mulVec_zero _)
  obtain ⟨i, hi⟩ := Function.ne_iff.mp ha
  rw [(h.forms a).1]
  exact Finset.sum_pos' (fun _ _ => Complex.normSq_nonneg _)
    ⟨i, Finset.mem_univ i, Complex.normSq_pos.mpr hi⟩
```

## A trial orbital by counting conditions

Look for $a\neq0$ with $a_i=0$ for $i>m$ and $Ca$ $S$-orthogonal to $W$. These are $n-1-m$ and $\dim W\le m$ linear conditions, at most $n-1$ on $n$ unknowns, so a nonzero solution exists. Its quotient obeys

$$R(Ca)=\frac{\sum_{i\le m}e_i|a_i|^2}{\sum_{i\le m}|a_i|^2}\le e_m.$$

In the code the linear map `L` collects the conditions. If it were injective, comparing dimensions would give a contradiction. Orthogonality is imposed on a basis of $W$ and extended to all of $W$ by induction over the span.

```lean
/-- For a core of dimension at most `m` there is a nonzero orbital, `S`-orthogonal to the core,
with energy quotient at most the `(m+1)`-th level `e m`. -/
theorem Levels.trial_orbital (h : Levels H S C e) (m : Fin n) (W : Submodule ℂ (Fin n → ℂ))
    (hW : Module.finrank ℂ W ≤ m) :
    ∃ v, v ≠ 0 ∧ (∀ w ∈ W, star w ⬝ᵥ S *ᵥ v = 0) ∧ rayleigh H S v ≤ e m := by
  let b := Module.finBasis ℂ W
  let B : Matrix (Fin (Module.finrank ℂ W)) (Fin n) ℂ :=
    Matrix.of fun k => star (b k : Fin n → ℂ)
  -- conditions: orthogonality to the core, and no component above level `m`
  let L := (B * S * C).mulVecLin.prod
    (LinearMap.funLeft ℂ ℂ (Subtype.val : ↥(Finset.Ioi m) → Fin n))
  obtain ⟨a, hLa, ha⟩ : ∃ a, L a = 0 ∧ a ≠ 0 := by
    by_contra hcon
    push Not at hcon
    have hr := LinearMap.finrank_le_finrank_of_injective
      ((injective_iff_map_eq_zero L).mpr hcon)
    simp only [Module.finrank_prod, Module.finrank_fintype_fun_eq_card, Fintype.card_fin,
      Fintype.card_coe, Fin.card_Ioi] at hr
    have := m.2
    omega
  have h1 : (B * S * C) *ᵥ a = 0 := congrArg Prod.fst hLa
  have h2 : ∀ i, m < i → a i = 0 := fun i hi =>
    congrFun (congrArg Prod.snd hLa) ⟨i, Finset.mem_Ioi.mpr hi⟩
  have hv : C *ᵥ a ≠ 0 := by
    intro h0
    apply ha
    rw [← Matrix.one_mulVec a, ← h.orth, ← Matrix.mulVec_mulVec, h0, Matrix.mulVec_zero]
  refine ⟨C *ᵥ a, hv, fun w hw => ?_, ?_⟩
  · have hs : w ∈ Submodule.span ℂ (Set.range fun k => (b k : Fin n → ℂ)) := by
      have hb := congrArg Subtype.val (b.sum_repr ⟨w, hw⟩)
      simp only [Submodule.coe_sum, Submodule.coe_smul] at hb
      rw [← hb]
      exact Submodule.sum_mem _ fun k _ =>
        Submodule.smul_mem _ _ (Submodule.subset_span ⟨k, rfl⟩)
    clear hw
    induction hs using Submodule.span_induction with
    | mem w hw =>
      obtain ⟨k, rfl⟩ := hw
      have hk := congrFun h1 k
      rw [← Matrix.mulVec_mulVec, ← Matrix.mulVec_mulVec] at hk
      exact hk
    | zero => simp
    | add u v _ _ hu hv => rw [star_add, add_dotProduct, hu, hv, add_zero]
    | smul c v _ hv => rw [star_smul, smul_dotProduct, hv, smul_zero]
  · rw [rayleigh, div_le_iff₀ (h.overlap_pos hv), (h.forms a).1, (h.forms a).2, Finset.mul_sum]
    refine Finset.sum_le_sum fun i _ => ?_
    rcases le_or_gt i m with hi | hi
    · exact mul_le_mul_of_nonneg_right (h.mono hi) (Complex.normSq_nonneg _)
    · simp [h2 i hi]
```

## The minimum is attained

For nonzero $c$, both forms scale by $|c|^2$, so $R(cv)=R(v)$ and it suffices to consider $\|v\|=1$. The orthogonality conditions define a closed set `K`, whose intersection with the unit sphere is compact and, by the trial orbital, nonempty. There $R$ is continuous because its denominator is positive, so it attains a minimum $\mu$. Comparison with the trial orbital gives $\mu\le e_m$.

The norm here only selects representatives; any norm on $\mathbb C^n$ would serve.

```lean
/-- For any core of dimension at most `m`, the energy quotient has a minimum over the nonzero
orbitals `S`-orthogonal to the core, and it is at most the `(m+1)`-th level `e m`. -/
theorem frozen_core_bound (h : Levels H S C e) (m : Fin n) (W : Submodule ℂ (Fin n → ℂ))
    (hW : Module.finrank ℂ W ≤ m) :
    ∃ μ, IsLeast (valenceEnergies H S W) μ ∧ μ ≤ e m := by
  obtain ⟨v₀, hv₀, hv₀W, hle⟩ := h.trial_orbital m W hW
  let K : Set (Fin n → ℂ) := {v | ∀ w ∈ W, star w ⬝ᵥ S *ᵥ v = 0}
  have hK : IsClosed K := by
    simp only [K, Set.ofPred_forall]
    refine isClosed_iInter fun w => isClosed_iInter fun _ => isClosed_eq ?_ continuous_const
    simp only [dotProduct, Matrix.mulVec]
    fun_prop
  have hcont : ∀ M : Matrix (Fin n) (Fin n) ℂ,
      Continuous fun v : Fin n → ℂ => (star v ⬝ᵥ M *ᵥ v).re := fun M => by
    have h1 : Continuous fun v : Fin n → ℂ => star v ⬝ᵥ M *ᵥ v := by
      simp only [dotProduct, Matrix.mulVec, Pi.star_apply]
      fun_prop
    exact Complex.continuous_re.comp h1
  -- the quotient does not change when an orbital is normalized
  have hscale : ∀ v, v ≠ 0 → v ∈ K →
      ∃ u ∈ Metric.sphere (0 : Fin n → ℂ) 1 ∩ K, rayleigh H S u = rayleigh H S v := by
    intro v hv hvK
    have hn : ‖v‖ ≠ 0 := norm_ne_zero_iff.mpr hv
    let c : ℂ := ((‖v‖⁻¹ : ℝ) : ℂ)
    have hc : c ≠ 0 := Complex.ofReal_ne_zero.mpr (inv_ne_zero hn)
    have hform : ∀ M : Matrix (Fin n) (Fin n) ℂ, (star (c • v) ⬝ᵥ M *ᵥ (c • v)).re =
        Complex.normSq c * (star v ⬝ᵥ M *ᵥ v).re := fun M => by
      have hcc : star c * c = (Complex.normSq c : ℂ) := Complex.normSq_eq_conj_mul_self.symm
      rw [star_smul, smul_dotProduct, Matrix.mulVec_smul, dotProduct_smul, smul_eq_mul,
        smul_eq_mul, ← mul_assoc, hcc, Complex.re_ofReal_mul]
    refine ⟨c • v, ⟨?_, fun w hw => ?_⟩, ?_⟩
    · rw [mem_sphere_zero_iff_norm, norm_smul, Complex.norm_real, norm_inv, norm_norm,
        inv_mul_cancel₀ hn]
    · rw [Matrix.mulVec_smul, dotProduct_smul, hvK w hw, smul_zero]
    · rw [rayleigh, hform, hform, mul_div_mul_left _ _ (Complex.normSq_pos.mpr hc).ne', rayleigh]
  have hne : ∀ u ∈ Metric.sphere (0 : Fin n → ℂ) 1 ∩ K, u ≠ 0 := by
    rintro u ⟨hu, -⟩ rfl
    simp at hu
  obtain ⟨u₀, hu₀, -⟩ := hscale v₀ hv₀ hv₀W
  obtain ⟨u, hu, hmin⟩ := ((isCompact_sphere (0 : Fin n → ℂ) 1).inter_right hK).exists_isMinOn
    ⟨u₀, hu₀⟩ (f := rayleigh H S) ((hcont H).continuousOn.div (hcont S).continuousOn
      fun x hx => (h.overlap_pos (hne x hx)).ne')
  have hlow : ∀ v, v ≠ 0 → v ∈ K → rayleigh H S u ≤ rayleigh H S v := by
    intro v hv hvK
    obtain ⟨x, hx, hxv⟩ := hscale v hv hvK
    rw [← hxv]
    exact hmin hx
  refine ⟨rayleigh H S u, ⟨⟨u, hne u hu, hu.2, rfl⟩, ?_⟩, (hlow v₀ hv₀ hv₀W).trans hle⟩
  rintro E ⟨v, hv, hvW, rfl⟩
  exact hlow v hv hvW
```

## Equality for the relaxed core

Let $v=Ca$ be $S$-orthogonal to $c_0,\dots,c_{m-1}$. Then $a_i=\langle c_i,Sv\rangle=0$ for $i<m$, and

$$R(v)=\frac{\sum_{i\ge m}e_i|a_i|^2}{\sum_{i\ge m}|a_i|^2}\ge e_m.$$

The minimum also satisfies $\mu\le e_m$ by the previous bound, so $\mu=e_m$.

```lean
/-- The core spanned by eigenvectors of the lowest `m` levels has dimension at most `m`, and its
lowest valence energy is exactly the `(m+1)`-th level `e m`. -/
theorem relaxed_core (h : Levels H S C e) (m : Fin n) :
    Module.finrank ℂ (lowestCore C m) ≤ m ∧
      IsLeast (valenceEnergies H S (lowestCore C m)) (e m) := by
  have hdim : Module.finrank ℂ (lowestCore C m) ≤ m := by
    have hr := finrank_range_le_card (R := ℂ)
      (fun i : Fin (m : ℕ) => fun r => C r (i.castLE m.2.le))
    rw [Fintype.card_fin] at hr
    exact hr
  refine ⟨hdim, ?_⟩
  have hlow : ∀ E ∈ valenceEnergies H S (lowestCore C m), e m ≤ E := by
    rintro E ⟨v, hv, hvW, rfl⟩
    have hpos := h.overlap_pos hv
    obtain ⟨a, rfl⟩ := h.coords v
    rw [rayleigh, le_div_iff₀ hpos, (h.forms a).1, (h.forms a).2, Finset.mul_sum]
    refine Finset.sum_le_sum fun i _ => ?_
    rcases lt_or_ge i m with hi | hi
    · -- orthogonality to the core removes the components below level `m`
      have h1 : (Cᴴ *ᵥ (S *ᵥ (C *ᵥ a))) i = a i := by
        simp only [Matrix.mulVec_mulVec, ← Matrix.mul_assoc, h.orth, Matrix.one_mulVec]
      have h2 : a i = 0 := h1.symm.trans
        (hvW (fun r => C r i) (Submodule.subset_span ⟨⟨i, hi⟩, rfl⟩))
      simp [h2]
    · exact mul_le_mul_of_nonneg_right (h.mono hi) (Complex.normSq_nonneg _)
  obtain ⟨μ, hμ, hle⟩ := frozen_core_bound h m _ hdim
  rwa [le_antisymm hle (hlow μ hμ.1)] at hμ
```

## The level as the best valence bottom

No core of dimension at most $m$ gives a bottom above $e_m$, and the relaxed core reaches it:

$$e_m=\max_{\dim W\le m}\ \min_{\substack{v\ne0\\ v\perp_S W}}R(v).$$

`IsGreatest` expresses the maximum and `IsLeast` the minimum. The upper bound uses the uniqueness of a least element to identify the given bottom with the one already bounded.

```lean
/-- Max-min principle: the `(m+1)`-th level `e m` is the largest valence bottom that any core of
dimension at most `m` can produce. -/
theorem level_eq_max_valence_bottom (h : Levels H S C e) (m : Fin n) :
    IsGreatest {μ | ∃ W : Submodule ℂ (Fin n → ℂ), Module.finrank ℂ W ≤ m ∧
      IsLeast (valenceEnergies H S W) μ} (e m) := by
  refine ⟨⟨lowestCore C m, relaxed_core h m⟩, ?_⟩
  rintro μ ⟨W, hW, hμ⟩
  obtain ⟨ν, hν, hle⟩ := frozen_core_bound h m W hW
  rw [hμ.unique hν]
  exact hle

end

end FrozenCoreValence
```

```lean
#print axioms FrozenCoreValence.exists_levels
-- 'FrozenCoreValence.exists_levels' depends on axioms: [propext, Classical.choice, Quot.sound]
#print axioms FrozenCoreValence.level_eq_max_valence_bottom
-- 'FrozenCoreValence.level_eq_max_valence_bottom' depends on axioms: [propext, Classical.choice, Quot.sound]
```

## Two levels and one core orbital

Take $H=\mathrm{diag}(-2,-4)$, $S=\mathrm{diag}(1,4)$ and $m=1$. The levels are $e_0=-2$ and $e_1=-1$, with normalized eigenvectors $c_0=(1,0)$ and $c_1=(0,\tfrac12)$.

For the relaxed core, spanned by $c_0$, the admissible orbitals are the nonzero multiples of $c_1$, and the bottom is $-1$.

Now freeze the core along $w=(4,1)=4c_0+2c_1$, which has $80\%$ of its weight on the true core state $c_0$. Orthogonality requires $4v_1+4v_2=0$, so $v\propto(1,-1)$ and

$$R(v)=\frac{-2\cdot1-4\cdot1}{1+4\cdot1}=-\frac{6}{5}=-1.2.$$

The wrong core has lowered the valence bottom by $0.2$, because the valence orbital now has $20\%$ of its weight on the true core state.
